# An arbitrarily small circulating force error gives an isotropic planar oscillator exponentially growing trajectories

A force that is predicted directly, and not as the gradient of an energy, leaves open which energy should be monitored along a trajectory. Here it is the energy of the error-free system: the kinetic energy plus the harmonic energy of the spring. For a particle of unit mass with position $(x,y)$ and velocity $(u,v)$,

$$E=\tfrac12(u^2+v^2)+\tfrac{k}{2}(x^2+y^2).$$

The predicted force is the spring force plus an error that pushes the particle around the origin:

$$F_x=-kx-cy,\qquad F_y=-ky+cx.$$

The stiffness $k$, which is the same in every direction, and the error strength $c$ are real constants. The constant $c$ stands for the antisymmetric part of the force Jacobian, $c=\tfrac12(\partial F_y/\partial x-\partial F_x/\partial y)$, which vanishes for forces derived from a smooth energy.

## A trajectory at distance $r\,e^{st}$ from the origin

Define the growth rate

$$s=\sqrt{\frac{\sqrt{k^2+c^2}-k}{2}}.$$

For every real $k$, every $c\neq0$ and every $r>0$, the rate $s$ is positive, and Newton's equations under the predicted force have a solution with

$$\sqrt{x(t)^2+y(t)^2}=r\,e^{st},\qquad E(t)=E_0\,e^{2st},\qquad E_0>0,$$

at all times $t$. For $k>0$ the rate is of first order in the error: $s/|c|\to 1/(2\sqrt k)$ as $c\to0$.

## Constant-energy runs with directly predicted forces

A molecular dynamics code that runs at constant energy relies on the force being minus the gradient of some potential. A neural model with a separate force output need not satisfy this, even if its force errors are small. In this two-dimensional linear model with equal stiffness in both directions and a constant error strength, no nonzero value of $c$ is small enough to exclude exponential energy growth.

Take $k=1$ and $c=0.01$. Then $s\approx c/(2\sqrt k)=0.005$, so on the growing trajectory the energy rises by a factor $e$ in about $1/(2s)=100$ time units, or roughly 16 oscillation periods.

## From the circulating force to the growth rate

**No potential.** Suppose that $F=-\nabla V$. Along the unit circle $(\cos t,\sin t)$,

$$\frac{dV}{dt}=-\left[F_x(-\sin t)+F_y\cos t\right]=-c(\sin^2t+\cos^2t)=-c,$$

because the terms with $k$ cancel. After one turn $V$ has changed by $-2\pi c$, yet the particle is back at its starting point. Hence $c=0$.

**Energy balance.** Along any trajectory,

$$\frac{dE}{dt}=u(-kx-cy)+v(-ky+cx)+k(xu+yv)=c\,(xv-yu).$$

The error does work at a rate proportional to the angular momentum. If $c=0$, then $E$ is constant, and for $k>0$ this gives $x^2+y^2\le 2E(0)/k$.

**The spiral.** Try a spiral with angular frequency $\omega$:

$$x=r e^{st}\cos\omega t,\qquad y=r e^{st}\sin\omega t.$$

The velocities are

$$u=r e^{st}(s\cos\omega t-\omega\sin\omega t),\qquad v=r e^{st}(s\sin\omega t+\omega\cos\omega t).$$

A second differentiation gives

$$x''=(s^2-\omega^2)x-2s\omega\,y,\qquad y''=(s^2-\omega^2)y+2s\omega\,x.$$

These are the equations of motion if

$$s^2-\omega^2=-k,\qquad 2s\omega=c.$$

**The rate.** Inserting $\omega=c/(2s)$ into the first condition and multiplying by $4s^2$ yields

$$4s^2(s^2+k)=c^2.$$

This is a quadratic equation for $s^2$, and its larger root is $s^2=(\sqrt{k^2+c^2}-k)/2$. For $c\ne0$ the root is positive, since $\sqrt{k^2+c^2}>|k|\ge k$.

**The energy.** The squared speed is $(s^2+\omega^2)r^2e^{2st}$, so

$$E=\tfrac12(s^2+\omega^2+k)\,r^2e^{2st}=\omega^2r^2e^{2st},$$

where the last step uses $k=\omega^2-s^2$. Since $2s\omega=c\neq0$, the prefactor $E_0=\omega^2r^2$ is positive.

**Small errors.** For $k>0$, the square root of the equation for $s$ is $|c|=2s\sqrt{s^2+k}$. Therefore

$$\frac{s}{|c|}=\frac{1}{2\sqrt{s^2+k}}\longrightarrow\frac{1}{2\sqrt k}\qquad(c\to0),$$

because $s\to0$.

**Numbers that come out whole.** Let $k=3$, $c=4$ and $r=1$. Then $\sqrt{k^2+c^2}=5$, $s=1$ and $\omega=2$. The particle starts at $(1,0)$ with velocity $(1,2)$, so $E(0)=\tfrac52+\tfrac32=4=\omega^2r^2$. The energy balance gives $dE/dt=4\cdot(1\cdot2-0\cdot1)=8$ at $t=0$, which agrees with $2sE_0=8$.

## The Lean file

```lean
import Mathlib

open Filter Topology

namespace DirectForceOscillator

noncomputable section

/-- The x-component of the predicted force: a spring of stiffness `k` plus a circulating
error of strength `c`. -/
def forceX (k c x y : ℝ) : ℝ := -k * x - c * y

/-- The y-component of the predicted force. -/
def forceY (k c x y : ℝ) : ℝ := -k * y + c * x

/-- Positions `x, y` and velocities `u, v` obey Newton's equations at unit mass
under the predicted force. -/
structure IsTrajectory (k c : ℝ) (x y u v : ℝ → ℝ) : Prop where
  velX : ∀ t, HasDerivAt x (u t) t
  velY : ∀ t, HasDerivAt y (v t) t
  accX : ∀ t, HasDerivAt u (forceX k c (x t) (y t)) t
  accY : ∀ t, HasDerivAt v (forceY k c (x t) (y t)) t

/-- Kinetic energy plus the harmonic energy of the spring, at unit mass. -/
def energy (k x y u v : ℝ) : ℝ := (u ^ 2 + v ^ 2) / 2 + k * (x ^ 2 + y ^ 2) / 2

/-- The exponential rate `s = √((√(k² + c²) - k) / 2)`. -/
def growthRate (k c : ℝ) : ℝ := √((√(k ^ 2 + c ^ 2) - k) / 2)

/-- For `c ≠ 0` the predicted force is not minus the gradient of any potential. -/
theorem no_potential (k : ℝ) {c : ℝ} (hc : c ≠ 0) :
    ¬ ∃ V : ℝ × ℝ → ℝ, ∀ p : ℝ × ℝ, HasFDerivAt V
      (-(forceX k c p.1 p.2 • ContinuousLinearMap.fst ℝ ℝ ℝ
        + forceY k c p.1 p.2 • ContinuousLinearMap.snd ℝ ℝ ℝ)) p := by
  rintro ⟨V, hV⟩
  -- along the unit circle the potential would fall at the constant rate c
  have hd : ∀ t : ℝ, HasDerivAt (fun t => V (Real.cos t, Real.sin t) + c * t) 0 t := by
    intro t
    have h1 := (hV (Real.cos t, Real.sin t)).comp_hasDerivAt t
      ((Real.hasDerivAt_cos t).prodMk (Real.hasDerivAt_sin t))
    refine (h1.fun_add ((hasDerivAt_id' t).const_mul c)).congr_deriv ?_
    change -(forceX k c (Real.cos t) (Real.sin t) * (-Real.sin t)
      + forceY k c (Real.cos t) (Real.sin t) * Real.cos t) + c * 1 = 0
    unfold forceX forceY
    linear_combination (-c) * Real.sin_sq_add_cos_sq t
  -- after one turn it must be back at its initial value
  have h := is_const_of_deriv_eq_zero (fun t => (hd t).differentiableAt)
    (fun t => (hd t).deriv) (2 * Real.pi) 0
  simp only [Real.cos_two_pi, Real.sin_two_pi, Real.cos_zero, Real.sin_zero] at h
  have h2 : c * (2 * Real.pi) = 0 := by linarith
  exact mul_ne_zero hc (by positivity) h2

/-- Along every trajectory the energy changes at the rate `c (x v - y u)`, the error strength
times the angular momentum. -/
theorem energy_balance {k c : ℝ} {x y u v : ℝ → ℝ} (h : IsTrajectory k c x y u v) (t : ℝ) :
    HasDerivAt (fun t => energy k (x t) (y t) (u t) (v t))
      (c * (x t * v t - y t * u t)) t := by
  have sq : ∀ {f : ℝ → ℝ} {f' : ℝ}, HasDerivAt f f' t →
      HasDerivAt (fun t => f t ^ 2) (2 * f t * f') t := by
    intro f f' hf
    simpa using hf.fun_pow 2
  unfold energy
  refine ((((sq (h.accX t)).fun_add (sq (h.accY t))).div_const 2).fun_add
    ((((sq (h.velX t)).fun_add (sq (h.velY t))).const_mul k).div_const 2)).congr_deriv ?_
  unfold forceX forceY
  ring

/-- Without the circulating error, and with `k > 0`, the squared distance from the origin never
exceeds twice the initial energy divided by `k`. -/
theorem bounded_of_conservative {k : ℝ} (hk : 0 < k) {x y u v : ℝ → ℝ}
    (h : IsTrajectory k 0 x y u v) (t : ℝ) :
    x t ^ 2 + y t ^ 2 ≤ 2 * energy k (x 0) (y 0) (u 0) (v 0) / k := by
  have hE : energy k (x t) (y t) (u t) (v t) = energy k (x 0) (y 0) (u 0) (v 0) :=
    is_const_of_deriv_eq_zero (f := fun t => energy k (x t) (y t) (u t) (v t))
      (fun t => (energy_balance h t).differentiableAt)
      (fun t => by rw [(energy_balance h t).deriv, zero_mul]) t 0
  rw [le_div_iff₀ hk, ← hE]
  unfold energy
  nlinarith [sq_nonneg (u t), sq_nonneg (v t)]

/-- The growth rate `s` satisfies the characteristic equation `4 s² (s² + k) = c²`. -/
theorem growthRate_characteristic (k c : ℝ) :
    4 * growthRate k c ^ 2 * (growthRate k c ^ 2 + k) = c ^ 2 := by
  have hle : k ≤ √(k ^ 2 + c ^ 2) :=
    (le_abs_self k).trans (Real.abs_le_sqrt (by nlinarith [sq_nonneg c]))
  have hs : growthRate k c ^ 2 = (√(k ^ 2 + c ^ 2) - k) / 2 :=
    Real.sq_sqrt (by linarith)
  have hq : √(k ^ 2 + c ^ 2) ^ 2 = k ^ 2 + c ^ 2 := Real.sq_sqrt (by positivity)
  rw [hs]
  linear_combination hq

/-- The growth rate is strictly positive for every nonzero error strength `c`. -/
theorem growthRate_pos (k : ℝ) {c : ℝ} (hc : c ≠ 0) : 0 < growthRate k c := by
  have h0 : 0 ≤ growthRate k c := Real.sqrt_nonneg _
  refine lt_of_le_of_ne h0 (fun h => pow_ne_zero 2 hc ?_)
  rw [← growthRate_characteristic k c, ← h]
  ring

/-- A spiral with growth rate `s` and angular frequency `ω` is a trajectory whenever
`s² - ω² = -k` and `2 s ω = c`. -/
theorem spiral_isTrajectory {k c s ω : ℝ} (r : ℝ) (h1 : s ^ 2 - ω ^ 2 = -k)
    (h2 : 2 * s * ω = c) :
    IsTrajectory k c
      (fun t => r * Real.exp (s * t) * Real.cos (ω * t))
      (fun t => r * Real.exp (s * t) * Real.sin (ω * t))
      (fun t => r * Real.exp (s * t) * (s * Real.cos (ω * t) - ω * Real.sin (ω * t)))
      (fun t => r * Real.exp (s * t) * (s * Real.sin (ω * t) + ω * Real.cos (ω * t))) := by
  have he (t : ℝ) : HasDerivAt (fun t => r * Real.exp (s * t)) (r * Real.exp (s * t) * s) t :=
    (((hasDerivAt_id' t).const_mul s).exp.const_mul r).congr_deriv (by ring)
  have hC (t : ℝ) := ((hasDerivAt_id' t).const_mul ω).cos
  have hS (t : ℝ) := ((hasDerivAt_id' t).const_mul ω).sin
  refine ⟨fun t => ?_, fun t => ?_, fun t => ?_, fun t => ?_⟩
  · exact ((he t).fun_mul (hC t)).congr_deriv (by ring)
  · exact ((he t).fun_mul (hS t)).congr_deriv (by ring)
  · refine ((he t).fun_mul (((hC t).const_mul s).fun_sub ((hS t).const_mul ω))).congr_deriv ?_
    simp only [forceX]
    linear_combination r * Real.exp (s * t) * Real.cos (ω * t) * h1
      - r * Real.exp (s * t) * Real.sin (ω * t) * h2
  · refine ((he t).fun_mul (((hS t).const_mul s).fun_add ((hC t).const_mul ω))).congr_deriv ?_
    simp only [forceY]
    linear_combination r * Real.exp (s * t) * Real.sin (ω * t) * h1
      + r * Real.exp (s * t) * Real.cos (ω * t) * h2

/-- For every `c ≠ 0` and every `r > 0` there is a trajectory at distance `r exp(s t)` from the
origin, with `s > 0` the growth rate, whose energy is a positive constant times `exp(2 s t)`. -/
theorem exponential_heating (k : ℝ) {c r : ℝ} (hc : c ≠ 0) (hr : 0 < r) :
    0 < growthRate k c ∧ ∃ x y u v : ℝ → ℝ, IsTrajectory k c x y u v ∧
      (∀ t, √(x t ^ 2 + y t ^ 2) = r * Real.exp (growthRate k c * t)) ∧
      ∃ E₀ > 0, ∀ t, energy k (x t) (y t) (u t) (v t)
        = E₀ * Real.exp (2 * growthRate k c * t) := by
  have hs := growthRate_pos k hc
  have hchar := growthRate_characteristic k c
  refine ⟨hs, ?_⟩
  generalize growthRate k c = s at hs hchar ⊢
  -- the angular frequency is fixed by 2 s ω = c
  obtain ⟨ω, h2⟩ : ∃ ω, 2 * s * ω = c := ⟨c / (2 * s), mul_div_cancel₀ c (by positivity)⟩
  have h1 : s ^ 2 - ω ^ 2 = -k := by
    have h4 : 4 * s ^ 2 ≠ 0 := by positivity
    apply mul_left_cancel₀ h4
    linear_combination hchar - (2 * s * ω + c) * h2
  have hω : ω ≠ 0 := by
    rintro rfl
    exact hc (by rw [← h2, mul_zero])
  refine ⟨_, _, _, _, spiral_isTrajectory r h1 h2, fun t => ?_,
    ω ^ 2 * r ^ 2, by positivity, fun t => ?_⟩
  · have h : (r * Real.exp (s * t) * Real.cos (ω * t)) ^ 2
        + (r * Real.exp (s * t) * Real.sin (ω * t)) ^ 2 = (r * Real.exp (s * t)) ^ 2 := by
      linear_combination (r * Real.exp (s * t)) ^ 2 * Real.sin_sq_add_cos_sq (ω * t)
    rw [h, Real.sqrt_sq (by positivity)]
  · have hexp : Real.exp (2 * s * t) = Real.exp (s * t) ^ 2 := by
      rw [sq, ← Real.exp_add]
      congr 1
      ring
    simp only [energy]
    rw [hexp]
    linear_combination r ^ 2 * Real.exp (s * t) ^ 2 * (s ^ 2 + ω ^ 2 + k) / 2
      * Real.sin_sq_add_cos_sq (ω * t) + r ^ 2 * Real.exp (s * t) ^ 2 / 2 * h1

/-- For `k > 0` the growth rate is of first order in a small error: `s / |c|` tends to
`1 / (2 √k)` as `c` tends to zero through nonzero values. -/
theorem growthRate_small_error {k : ℝ} (hk : 0 < k) :
    Tendsto (fun c => growthRate k c / |c|) (𝓝[≠] 0) (𝓝 (1 / (2 * √k))) := by
  have hg : Continuous (fun c => growthRate k c) := by
    unfold growthRate
    fun_prop
  have hcont : Continuous (fun c => 1 / (2 * √(growthRate k c ^ 2 + k))) :=
    continuous_const.div (continuous_const.mul ((hg.pow 2).add continuous_const).sqrt)
      (fun c => by positivity)
  have h0 : growthRate k 0 = 0 := by simp [growthRate, Real.sqrt_sq hk.le]
  have hl : Tendsto (fun c => 1 / (2 * √(growthRate k c ^ 2 + k))) (𝓝[≠] 0)
      (𝓝 (1 / (2 * √k))) := by
    have h := (hcont.tendsto 0).mono_left (nhdsWithin_le_nhds (s := {0}ᶜ))
    rwa [h0, zero_pow two_ne_zero, zero_add] at h
  refine hl.congr' ?_
  filter_upwards [self_mem_nhdsWithin] with c hc
  have hs : 0 < growthRate k c := growthRate_pos k (by simpa using hc)
  have hq : √(growthRate k c ^ 2 + k) ^ 2 = growthRate k c ^ 2 + k :=
    Real.sq_sqrt (by positivity)
  -- the characteristic equation expresses |c| through the growth rate
  have habs : |c| = 2 * growthRate k c * √(growthRate k c ^ 2 + k) := by
    refine (sq_eq_sq₀ (abs_nonneg c) (by positivity)).1 ?_
    rw [sq_abs]
    linear_combination -growthRate_characteristic k c - 4 * growthRate k c ^ 2 * hq
  rw [habs, div_eq_div_iff (by positivity) (by positivity)]
  ring

end

end DirectForceOscillator
```

```lean
#print axioms DirectForceOscillator.no_potential
#print axioms DirectForceOscillator.bounded_of_conservative
#print axioms DirectForceOscillator.exponential_heating
#print axioms DirectForceOscillator.growthRate_small_error
```

```
'DirectForceOscillator.no_potential' depends on axioms: [propext, Classical.choice, Quot.sound]
'DirectForceOscillator.bounded_of_conservative' depends on axioms: [propext, Classical.choice, Quot.sound]
'DirectForceOscillator.exponential_heating' depends on axioms: [propext, Classical.choice, Quot.sound]
'DirectForceOscillator.growthRate_small_error' depends on axioms: [propext, Classical.choice, Quot.sound]
```

## One exact trajectory for each nonzero error

**What the statements say.** `forceX` and `forceY` are the two force components. `IsTrajectory k c x y u v` says that the four real functions of time satisfy $x'=u$, $y'=v$, $u'=F_x$ and $v'=F_y$ at every real time, with `HasDerivAt` expressing each derivative. The mass is one; for a mass $m$, the constants $k$ and $c$ stand for the stiffness and the error strength divided by $m$, and $E$ for the energy divided by $m$.

The main theorem, `exponential_heating`, assumes only `hc : c ≠ 0` and `hr : 0 < r`. It gives a positive `growthRate k c` and a trajectory with the stated distance and energy. It allows any real $k$, but the reading as heating caused by the error belongs to $k>0$. For $k<0$ the spring itself repels, and exponential escape is possible without any error.

For $c\neq0$, `no_potential` excludes every function `V` on the plane whose derivative at each point is minus the linear form $F_x\,dx+F_y\,dy$. `bounded_of_conservative` is the comparison case, with $c=0$ and $k>0$. `growthRate_small_error` states the limit of $s/|c|$, where `𝓝[≠] 0` means that $c$ approaches zero through nonzero values.

**How the lemmas fit together.** In `no_potential`, the term $ct$ is added to the potential along the circle. The sum has derivative zero, so it takes equal values at $0$ and $2\pi$, which forces $2\pi c=0$. `energy_balance` differentiates the energy term by term and simplifies with `ring`. `bounded_of_conservative` sets $c=0$ in that result, concludes that the energy is constant, and drops the nonnegative kinetic part.

`growthRate_characteristic` proves $4s^2(s^2+k)=c^2$ from the definition of $s$. It first shows $k\le\sqrt{k^2+c^2}$, so that squaring the outer root returns its argument. `growthRate_pos` then follows, because $s=0$ would give $c^2=0$.

`spiral_isTrajectory` checks the four derivatives of the spiral. Its `linear_combination` steps insert the two conditions on $s$ and $\omega$ with the same coefficients as in the second derivatives above.

In `exponential_heating`, the explicit square root is replaced by a letter `s`, of which only positivity and the characteristic equation are kept. The frequency is chosen as $\omega=c/(2s)$, and the condition $s^2-\omega^2=-k$ is recovered by cancelling the nonzero factor $4s^2$. The distance and the energy then follow from $\sin^2\omega t+\cos^2\omega t=1$, with $E_0=\omega^2r^2$ as in the derivation.

`growthRate_small_error` obtains the limit of $1/(2\sqrt{s^2+k})$ by continuity and uses the characteristic equation to identify this expression with $s/|c|$ for nonzero $c$.

**What happens at $c=0$.** Take $k=1$ and $c=0$. The formula gives $s=0$, and `bounded_of_conservative` confines every trajectory to a disc. For this spring, then, exponential growth at any positive rate requires $c\neq0$.

**What a simulation may infer.** The theorem provides a growing trajectory for each $r$; it does not say that every initial condition leads to growth. A particle at rest at the origin stays there. The spiral lemma also applies to the pair $(-s,-\omega)$, which gives a trajectory that winds inward and loses energy.

The trajectory solves the differential equation exactly, so its growth is not an artefact of the time step. A convergent integrator approaches the same spiral on any fixed time interval as the step is refined.

The equal stiffness in both directions matters. If the spring has different positive stiffnesses $k_1$ along $x$ and $k_2$ along $y$, solutions proportional to $e^{\lambda t}$ require $(\lambda^2+k_1)(\lambda^2+k_2)+c^2=0$. For $2|c|<|k_1-k_2|$ this equation has two distinct negative roots $\lambda^2$, so every trajectory stays bounded. This case is not part of the Lean file.

The model has one particle in a plane, a linear force and no thermostat. A learned force field has errors that vary with the configuration, and anharmonic forces take over once the amplitude is large. The rate $s$ is therefore no prediction for a particular model or material, and a temperature would need a statistical description that a single trajectory does not supply.
